# Jackson damping with $N \ge 2$ moments gives a level in $[-1,1]$ a root-mean-square width of at most $\pi/(N+1)$

Energies are rescaled so that the spectrum lies in $[-1,1]$, and this whole interval is called the band here, even if the spectrum does not reach its edges. The width of a broadened level is the square root of a variance, which is defined through the smoothing operation itself. In the kernel polynomial method a function of energy is expanded in Chebyshev polynomials $T_n$, the term of order $n$ is multiplied by a damping factor $g_n$, and only the $N$ terms with $n<N$ are kept. Applying this to the functions $x$ and $x^2$ and evaluating at $e$ gives a smoothed energy and a smoothed squared energy. The broadened variance at $e$ is the second minus the square of the first, so its formula in terms of $g_1$ and $g_2$ has to be derived. The case $N=2$ needs care, because the $T_2$ term of $x^2$ is then discarded.

This is the usual variance of a broadened delta peak. A level at $e\in[-1,1]$ is replaced by the profile

$$K_N(x,e)=\frac{1}{\pi\sqrt{1-x^2}}\Big(g_0+2\sum_{n=1}^{N-1}g_nT_n(x)T_n(e)\Big),$$

and by the orthogonality of the Chebyshev polynomials, integrating $T_n(x)$ against it gives $g_nT_n(e)$ for $n<N$ and zero for $n\ge N$.

## The variance by hand

Let $q=\pi/(N+1)$. The Jackson factors are

$$g_n=\frac{(N-n+1)\cos nq+\sin nq\,\cot q}{N+1}.$$

The claim is that for $N\ge2$ and $e\in[-1,1]$ the broadened variance $\sigma^2$ satisfies

$$\sigma^2=\frac{\big(N-(N-1)e^2\big)\sin^2q}{N+1},\qquad 0<\sigma^2\le q^2 .$$

**The factors.** Setting $n=0$ gives $g_0=1$. For $n=1$ the numerator is $N\cos q+\cos q$, so $g_1=\cos q$. For $n=2$, $\sin 2q\,\cot q=2\cos^2q=1+\cos2q$, hence

$$g_2=\frac{(N-1)\cos2q+1+\cos2q}{N+1}=\frac{1+N\cos2q}{N+1}.$$

For $n=N$, $Nq=\pi-q$ gives $\cos Nq=-\cos q$ and $\sin Nq=\sin q$. The numerator is $-\cos q+\cos q$, so $g_N=0$.

**The smoothed moments.** Since $x=T_1(x)$, the smoothed energy is $g_1e$. Since $T_2(x)=2x^2-1$, we have $x^2=\tfrac12(T_0+T_2)$, and the smoothed squared energy is $\tfrac12(1+g_2T_2(e))$. If $N=2$ the $T_2$ term is cut off, but $g_2=g_N=0$ there, and the formula still holds. Therefore

$$\sigma^2=\tfrac12\big(1+g_2(2e^2-1)\big)-g_1^2e^2 .$$

**The closed form.** Write $s=\sin^2q$. Then $\cos2q=1-2s$ and $g_2=1-2Ns/(N+1)$, while $g_1^2=1-s$. Substituting,

$$\sigma^2=e^2-\frac{Ns(2e^2-1)}{N+1}-(1-s)e^2
=\frac{s\big((N+1)e^2-2Ne^2+N\big)}{N+1}
=\frac{s\big(N-(N-1)e^2\big)}{N+1}.$$

Nothing so far has used $e^2\le1$.

**The bounds.** For $0\le e^2\le1$ the factor $N-(N-1)e^2$ lies between $1$ and $N$. Since $0<q<\pi$, $\sin q$ is positive, and so is $\sigma^2$. Since also $N<N+1$ and $\sin q\le q$, we get $\sigma^2\le\sin^2q\le q^2$.

**Many moments.** As $N\to\infty$, $q\to0$ and $(N+1)\sin q=\pi\,(\sin q)/q\to\pi$. With $u=1/(N+1)$,

$$(N+1)^2\sigma^2=\big((N+1)\sin q\big)^2\big((1-u)-(1-2u)e^2\big)\longrightarrow\pi^2(1-e^2).$$

At the band edges $e^2=1$ this limit is zero. There the closed form reduces to $\sigma^2=\sin^2q/(N+1)$, so $(N+1)^3\sigma^2\to\pi^2$. The width $\sigma$ thus shrinks like $1/N$ at a fixed energy inside the band and like $N^{-3/2}$ at its edges.

For a density of states computed from exact moments of a Hamiltonian rescaled to $[-1,1]$, the bound tells how many moments suffice for a required root-mean-square broadening of each level, measured in the rescaled energy; it says nothing about the statistical error of a stochastic trace.

## Damping factors and smoothing in Lean

The file works over the real numbers and needs no Hamiltonian, since the broadening depends only on $N$ and the level energy.

```lean
import Mathlib

open Filter Topology
open scoped Real

namespace JacksonEnergyResolution

noncomputable section
```

The natural number `N` counts the moments, of orders $0$ to $N-1$. The angle $q$ is `angle N`.

```lean
/-- The Jackson angle `q = π / (N + 1)` of an expansion with `N` Chebyshev moments. -/
def angle (N : ℕ) : ℝ := π / ((N : ℝ) + 1)
```

The factor $g_n$ is `jackson N n`, with the cotangent written as a quotient. The formula is used for every `n`, which lets one speak of $g_N$ although the smoothing never uses it.

```lean
/-- The Jackson damping factor `g_n` of an expansion with `N` Chebyshev moments. -/
def jackson (N n : ℕ) : ℝ :=
  (((N : ℝ) - n + 1) * Real.cos (n * angle N)
    + Real.sin (n * angle N) * (Real.cos (angle N) / Real.sin (angle N))) / ((N : ℝ) + 1)
```

The function `smoothed` takes a sequence of coefficients `c` and an energy `e`. Its sum over `Finset.range N` runs over $n=0,\dots,N-1$ and performs the truncation. Mathlib indexes Chebyshev polynomials by integers, hence the conversion of `n`.

```lean
/-- The smoothed value at energy `e` of the Chebyshev series with coefficients `c`:
each `T_n` with `n < N` is damped by `g_n`, and the others are dropped. -/
def smoothed (N : ℕ) (c : ℕ → ℝ) (e : ℝ) : ℝ :=
  ∑ n ∈ Finset.range N, jackson N n * c n * (Polynomial.Chebyshev.T ℝ (n : ℤ)).eval e
```

The coefficients belong to the plain series $\sum_n c_nT_n$, without the convention that halves the zeroth term. For the energy the only nonzero coefficient is $c_1=1$.

```lean
/-- Chebyshev coefficients of the energy `x`. -/
def energyCoeff (n : ℕ) : ℝ := if n = 1 then 1 else 0
```

For the squared energy, $c_0=c_2=\tfrac12$.

```lean
/-- Chebyshev coefficients of the squared energy `x ^ 2`. -/
def energySqCoeff (n : ℕ) : ℝ := if n = 0 ∨ n = 2 then 1 / 2 else 0
```

The variance is the difference of smoothed moments described at the start. It is defined for every real `e`, but it can be read as a squared width only in the band $[-1,1]$; the profile $K_N$ and its integrals do not enter the Lean definitions.

```lean
/-- The broadened variance of a level at `e`: the smoothed squared energy minus the square
of the smoothed energy. -/
def variance (N : ℕ) (e : ℝ) : ℝ :=
  smoothed N energySqCoeff e - (smoothed N energyCoeff e) ^ 2
```

The next theorem confirms that the two sequences represent $x$ and $x^2$. Three terms are enough, since all later coefficients vanish. The proof expands the sums and inserts $T_2(x)=2x^2-1$.

```lean
/-- The two coefficient sequences reproduce `x` and `x ^ 2` as Chebyshev series. -/
theorem chebyshev_series (x : ℝ) :
    ∑ n ∈ Finset.range 3, energyCoeff n * (Polynomial.Chebyshev.T ℝ (n : ℤ)).eval x = x ∧
    ∑ n ∈ Finset.range 3, energySqCoeff n * (Polynomial.Chebyshev.T ℝ (n : ℤ)).eval x
      = x ^ 2 := by
  constructor
  · simp [energyCoeff]
  · simp [Finset.sum_range_succ, energySqCoeff, Polynomial.Chebyshev.T_two]
    ring
```

## The factors $g_0$, $g_1$, $g_2$ and $g_N$

Dividing by $\sin q$ is legitimate once $0<q<\pi$. This holds for $N\ge1$, and `angle_pos` records the positivity of both $q$ and $\sin q$.

```lean
/-- For at least one moment the Jackson angle is positive and has a positive sine. -/
theorem angle_pos {N : ℕ} (hN : 1 ≤ N) : 0 < angle N ∧ 0 < Real.sin (angle N) := by
  have h1 : (1 : ℝ) ≤ N := by exact_mod_cast hN
  have h0 : 0 < angle N := by
    unfold angle
    positivity
  refine ⟨h0, Real.sin_pos_of_pos_of_lt_pi h0 ?_⟩
  unfold angle
  rw [div_lt_iff₀ (by positivity)]
  nlinarith [Real.pi_pos]
```

The four values follow as by hand. The auxiliary equation `hc` is $\sin q\,\cot q=\cos q$, and `h2` is $\sin2q\,\cot q=2\cos^2q$. For $g_N$, the equation `h` states $Nq=\pi-q$, after which the supplementary-angle identities make the numerator cancel.

```lean
/-- The Jackson factors `g_0 = 1`, `g_1 = cos q`, `g_2 = (1 + N cos 2q) / (N + 1)`
and `g_N = 0`. -/
theorem jackson_values {N : ℕ} (hN : 1 ≤ N) :
    jackson N 0 = 1 ∧ jackson N 1 = Real.cos (angle N) ∧
    jackson N 2 = (1 + N * Real.cos (2 * angle N)) / ((N : ℝ) + 1) ∧
    jackson N N = 0 := by
  have hs : Real.sin (angle N) ≠ 0 := (angle_pos hN).2.ne'
  have hne : (N : ℝ) + 1 ≠ 0 := by positivity
  have hc : Real.sin (angle N) * (Real.cos (angle N) / Real.sin (angle N))
      = Real.cos (angle N) := by field_simp
  refine ⟨?_, ?_, ?_, ?_⟩
  · simp [jackson, hne]
  · unfold jackson
    simp only [Nat.cast_one, one_mul]
    rw [hc, div_eq_iff hne]
    ring
  · have h2 : Real.sin (2 * angle N) * (Real.cos (angle N) / Real.sin (angle N))
        = 2 * Real.cos (angle N) ^ 2 := by
      rw [Real.sin_two_mul]
      linear_combination 2 * Real.cos (angle N) * hc
    unfold jackson
    simp only [Nat.cast_ofNat]
    rw [h2, Real.cos_two_mul]
    ring
  · -- the angle `N q` is the supplement of `q`
    have hq : ((N : ℝ) + 1) * angle N = π := by
      unfold angle
      exact mul_div_cancel₀ π hne
    have h : (N : ℝ) * angle N = π - angle N := by linear_combination hq
    unfold jackson
    rw [h, Real.cos_pi_sub, Real.sin_pi_sub, hc]
    ring
```

## From smoothed moments to the closed form

The theorem `smoothed_moments` evaluates both sums for $N\ge2$. In the energy sum, `Finset.sum_eq_single` isolates the term $n=1$, which is present because $1<N$. For the squared energy, `h3` replaces the sum over $n<N$ by the sum over $n<3$. When $N=2$ this adds a term that vanishes because $g_2=g_N=0$; when $N>2$ it removes only terms with zero coefficients. The remaining three terms are then evaluated explicitly.

```lean
/-- The smoothed energy is `g_1 e`, and the smoothed squared energy is
`(1 + g_2 T_2(e)) / 2` with `T_2(e) = 2 e ^ 2 - 1`. -/
theorem smoothed_moments {N : ℕ} (hN : 2 ≤ N) (e : ℝ) :
    smoothed N energyCoeff e = jackson N 1 * e ∧
    smoothed N energySqCoeff e = (1 + jackson N 2 * (2 * e ^ 2 - 1)) / 2 := by
  obtain ⟨g0, -, -, gN⟩ := jackson_values (show 1 ≤ N by omega)
  constructor
  · unfold smoothed
    rw [Finset.sum_eq_single 1]
    · simp [energyCoeff]
    · intro n _ hn
      simp [energyCoeff, hn]
    · intro h
      exact absurd (Finset.mem_range.mpr (by omega)) h
  · -- adding the terms up to `n = 2` changes nothing, since `g_2 = 0` when `N = 2`
    have h3 : smoothed N energySqCoeff e = ∑ n ∈ Finset.range 3,
        jackson N n * energySqCoeff n * (Polynomial.Chebyshev.T ℝ (n : ℤ)).eval e := by
      unfold smoothed
      rcases Nat.eq_or_lt_of_le hN with h | h
      · subst h
        rw [Finset.sum_range_succ _ 2, gN]
        ring
      · symm
        apply Finset.sum_subset
        · intro n hn
          rw [Finset.mem_range] at hn ⊢
          omega
        · intro n _ hn
          rw [Finset.mem_range] at hn
          have hz : energySqCoeff n = 0 := if_neg (by omega)
          rw [hz]
          ring
    rw [h3]
    simp [Finset.sum_range_succ, energySqCoeff, Polynomial.Chebyshev.T_two, g0]
    ring
```

The closed form comes from inserting the moments and the values of $g_1$ and $g_2$. The rewrites `Real.cos_two_mul` and `Real.cos_sq'` express the cosines through $\sin^2q$, and `field_simp` and `ring` finish the algebra. As in the derivation by hand, the energy is an arbitrary real number.

```lean
/-- Closed form of the broadened variance, for every real `e`. -/
theorem variance_eq {N : ℕ} (hN : 2 ≤ N) (e : ℝ) :
    variance N e
      = (N - ((N : ℝ) - 1) * e ^ 2) * Real.sin (angle N) ^ 2 / ((N : ℝ) + 1) := by
  obtain ⟨-, g1, g2, -⟩ := jackson_values (show 1 ≤ N by omega)
  obtain ⟨m1, m2⟩ := smoothed_moments hN e
  have hne : (N : ℝ) + 1 ≠ 0 := by positivity
  unfold variance
  rw [m1, m2, g1, g2, Real.cos_two_mul, mul_pow, Real.cos_sq']
  field_simp
  ring
```

## Positivity and the upper bound

The main theorem adds the hypothesis `he`, which places the level in the closed band $[-1,1]$, edges included. Its conclusion has three parts: the closed form, strict positivity, and the bound by $q^2$.

In the proof, `he2` is $e^2\le1$. The inequality `hlow` makes the factor $N-(N-1)e^2$ positive, and `hup` bounds it by $N+1$. The inequality `hsq` squares $\sin q\le q$, which is allowed because $\sin q$ is nonnegative. Multiplying `hup` and `hsq` gives the upper bound after the denominator has been cleared.

```lean
/-- Jackson energy resolution: inside the band the broadened variance has the stated closed
form, is positive, and is at most `q ^ 2`. -/
theorem jackson_energy_resolution {N : ℕ} (hN : 2 ≤ N) {e : ℝ} (he : e ∈ Set.Icc (-1) 1) :
    variance N e
      = (N - ((N : ℝ) - 1) * e ^ 2) * Real.sin (angle N) ^ 2 / ((N : ℝ) + 1) ∧
    0 < variance N e ∧ variance N e ≤ angle N ^ 2 := by
  obtain ⟨hq, hs⟩ := angle_pos (show 1 ≤ N by omega)
  have hN' : (2 : ℝ) ≤ N := by exact_mod_cast hN
  have he2 : e ^ 2 ≤ 1 := by nlinarith [he.1, he.2]
  have hlow : 0 < (N : ℝ) - ((N : ℝ) - 1) * e ^ 2 := by
    nlinarith [mul_nonneg (show (0 : ℝ) ≤ N - 1 by linarith) (sub_nonneg.mpr he2)]
  have hup : (N : ℝ) - ((N : ℝ) - 1) * e ^ 2 ≤ N + 1 := by
    nlinarith [mul_nonneg (show (0 : ℝ) ≤ N - 1 by linarith) (sq_nonneg e)]
  have hsq : Real.sin (angle N) ^ 2 ≤ angle N ^ 2 :=
    pow_le_pow_left₀ hs.le (Real.sin_le hq.le) 2
  refine ⟨variance_eq hN e, ?_, ?_⟩
  · rw [variance_eq hN e]
    exact div_pos (mul_pos hlow (pow_pos hs 2)) (by positivity)
  · rw [variance_eq hN e, div_le_iff₀ (by positivity), mul_comm (angle N ^ 2)]
    exact mul_le_mul hup hsq (sq_nonneg _) (by positivity)
```

## Scaling inside the band and at its edges

The limit $(N+1)\sin q\to\pi$ is obtained from the function `Real.sinc`, which equals $(\sin x)/x$ for $x\ne0$ and $1$ at $x=0$. It is continuous, and $q\to0$, so $\pi\,\mathrm{sinc}(q)\to\pi$. The last lines identify this expression with $(N+1)\sin q$ by means of $(N+1)q=\pi$.

```lean
/-- For many moments, `(N + 1) sin q` tends to `π`. -/
theorem tendsto_scaled_sin :
    Tendsto (fun N : ℕ => ((N : ℝ) + 1) * Real.sin (angle N)) atTop (𝓝 π) := by
  have hq : Tendsto angle atTop (𝓝 0) := by
    have h := (tendsto_one_div_add_atTop_nhds_zero_nat (𝕜 := ℝ)).const_mul π
    rw [mul_zero] at h
    refine h.congr (fun N => ?_)
    unfold angle
    ring
  have h := ((Real.continuous_sinc.tendsto 0).comp hq).const_mul π
  rw [Real.sinc_zero, mul_one] at h
  refine h.congr (fun N => ?_)
  have hne : (N : ℝ) + 1 ≠ 0 := by positivity
  have h0 : angle N ≠ 0 := div_ne_zero Real.pi_ne_zero hne
  have h1 : ((N : ℝ) + 1) * angle N = π := by
    unfold angle
    exact mul_div_cancel₀ π hne
  rw [Function.comp_apply, Real.sinc_of_ne_zero h0, ← mul_div_assoc, div_eq_iff h0]
  linear_combination (-Real.sin (angle N)) * h1
```

The next theorem holds `e` fixed while `N` grows; in Lean, `atTop` is the limit $N\to\infty$ and `𝓝` denotes the neighbourhoods of the limiting value. The proof takes the limit of the product written with $u=1/(N+1)$ and then matches it with the scaled variance. The closed form is available from $N=2$ on, so the match is made for all sufficiently large `N`, which is what `congr'` with `eventually_ge_atTop 2` expresses. The theorem admits any real `e`, but for $|e|>1$ the limit is negative and does not describe a width.

```lean
/-- At fixed energy `e`, the variance times `(N + 1) ^ 2` tends to `π ^ 2 (1 - e ^ 2)`. -/
theorem variance_asymptotics (e : ℝ) :
    Tendsto (fun N : ℕ => ((N : ℝ) + 1) ^ 2 * variance N e) atTop
      (𝓝 (π ^ 2 * (1 - e ^ 2))) := by
  have hu := tendsto_one_div_add_atTop_nhds_zero_nat (𝕜 := ℝ)
  have h : Tendsto (fun N : ℕ => (((N : ℝ) + 1) * Real.sin (angle N)) ^ 2 *
      ((1 - 1 / ((N : ℝ) + 1)) - (1 - 2 * (1 / ((N : ℝ) + 1))) * e ^ 2)) atTop
      (𝓝 (π ^ 2 * ((1 - 0) - (1 - 2 * 0) * e ^ 2))) :=
    (tendsto_scaled_sin.pow 2).mul ((tendsto_const_nhds.sub hu).sub
      ((tendsto_const_nhds.sub (hu.const_mul 2)).mul_const (e ^ 2)))
  rw [show π ^ 2 * ((1 - 0) - (1 - 2 * 0) * e ^ 2) = π ^ 2 * (1 - e ^ 2) by ring] at h
  refine h.congr' ?_
  filter_upwards [eventually_ge_atTop 2] with N hN
  have hne : (N : ℝ) + 1 ≠ 0 := by positivity
  rw [variance_eq hN e]
  field_simp
  ring
```

At an edge, the hypothesis $e^2=1$ covers both $e=1$ and $e=-1$. For $N\ge2$ the scaled variance $(N+1)^3\sigma^2$ then equals $\big((N+1)\sin q\big)^2$ exactly, and the limit is the square of the one for the scaled sine.

```lean
/-- At the band edges `e ^ 2 = 1`, the variance times `(N + 1) ^ 3` tends to `π ^ 2`. -/
theorem edge_asymptotics {e : ℝ} (he : e ^ 2 = 1) :
    Tendsto (fun N : ℕ => ((N : ℝ) + 1) ^ 3 * variance N e) atTop (𝓝 (π ^ 2)) := by
  refine (tendsto_scaled_sin.pow 2).congr' ?_
  filter_upwards [eventually_ge_atTop 2] with N hN
  have hne : (N : ℝ) + 1 ≠ 0 := by positivity
  rw [variance_eq hN e, he, ← mul_div_assoc, eq_div_iff hne]
  ring

end

end JacksonEnergyResolution
```

```lean
#print axioms JacksonEnergyResolution.chebyshev_series
-- 'JacksonEnergyResolution.chebyshev_series' depends on axioms: [propext, Classical.choice, Quot.sound]
#print axioms JacksonEnergyResolution.jackson_energy_resolution
-- 'JacksonEnergyResolution.jackson_energy_resolution' depends on axioms: [propext, Classical.choice, Quot.sound]
#print axioms JacksonEnergyResolution.variance_asymptotics
-- 'JacksonEnergyResolution.variance_asymptotics' depends on axioms: [propext, Classical.choice, Quot.sound]
#print axioms JacksonEnergyResolution.edge_asymptotics
-- 'JacksonEnergyResolution.edge_asymptotics' depends on axioms: [propext, Classical.choice, Quot.sound]
```
